# Nosé–Hoover splitting integrators with a differentiable force preserve a weighted phase-space volume

An integrator is modelled here as a finite list of substeps with arbitrary real coefficients, and the thermostat coordinate $e$ is an independent phase-space variable. A point is $x=(q,p,z,e)$, where $q,p\in\mathbb R^n$ are positions and momenta and $z$ is the friction coefficient. In Lean these are `x.1`, `x.2.1`, `x.2.2.1` and `x.2.2.2`.

```lean
import Mathlib

open MeasureTheory

namespace NoseHooverSplitting

noncomputable section

/-- Positions or momenta: Euclidean space with `n` degrees of freedom. -/
abbrev Space (n : ℕ) := EuclideanSpace ℝ (Fin n)

/-- Extended phase space with points `(q, p, z, e)`: positions, momenta, friction
coefficient and thermostat coordinate. -/
abbrev Phase (n : ℕ) := Space n × Space n × ℝ × ℝ
```

All particles share one mass $m$. The thermostat has mass $Q$, which sets its inertia, and target thermal energy $kT$; $g$ counts the thermostatted degrees of freedom, and $F$ is the force. Physically $m,Q>0$, but `Model` does not require this: the theorems hold for all real $m,Q$, with Lean's convention that division by zero gives zero.

```lean
/-- The data of the model: particle mass `m`, thermostat mass `Q`, number `g` of thermostatted
degrees of freedom, thermal energy `kT` and the force field. -/
structure Model (n : ℕ) where
  m : ℝ
  Q : ℝ
  g : ℝ
  kT : ℝ
  force : Space n → Space n
```

With coefficient $a$, the substeps change only these coordinates:

- drift: $q\mapsto q+ap/m$
- kick: $p\mapsto p+aF(q)$
- friction: $(p,e)\mapsto(e^{-az}p,\;e+az)$, where the base $e$ is Euler's number
- thermostat: $z\mapsto z+a(\|p\|^2/m-g\,kT)/Q$

```lean
/-- The four kinds of substep, each with a real time coefficient. -/
inductive Substep where
  | drift (a : ℝ)
  | kick (a : ℝ)
  | friction (a : ℝ)
  | thermostat (a : ℝ)

/-- The update rule of each substep on `(q, p, z, e)`, where division by a zero mass gives zero. -/
def Substep.map {n : ℕ} (S : Model n) : Substep → Phase n → Phase n
  | .drift a => fun x => (x.1 + (a / S.m) • x.2.1, x.2.1, x.2.2.1, x.2.2.2)
  | .kick a => fun x => (x.1, x.2.1 + a • S.force x.1, x.2.2.1, x.2.2.2)
  | .friction a => fun x =>
      (x.1, Real.exp (-(a * x.2.2.1)) • x.2.1, x.2.2.1, x.2.2.2 + a * x.2.2.1)
  | .thermostat a => fun x =>
      (x.1, x.2.1, x.2.2.1 + a * (‖x.2.1‖ ^ 2 / S.m - S.g * S.kT) / S.Q, x.2.2.2)
```

`Substep.back` reverses the sign of $a$, and `run S l` applies the list `l` from first to last.

```lean
/-- The same substep with its time coefficient reversed. -/
def Substep.back : Substep → Substep
  | .drift a => .drift (-a)
  | .kick a => .kick (-a)
  | .friction a => .friction (-a)
  | .thermostat a => .thermostat (-a)

/-- The splitting integrator: the substeps of a list applied from first to last. -/
def run {n : ℕ} (S : Model n) : List Substep → Phase n → Phase n
  | [] => id
  | s :: l => run S l ∘ s.map S
```

## (a) Scaling the coordinates

Multiply $q,p,z,e$ by $\alpha,\beta,\gamma,\delta$. Show that the determinant is
$$\alpha^n\beta^n\gamma\delta.$$

**Solution.** The matrix is diagonal, with $\alpha$ and $\beta$ each appearing $n$ times and $\gamma,\delta$ once.

```lean
/-- Independent rescaling of `q`, `p`, `z` and `e`. -/
def scale {n : ℕ} (α β γ δ : ℝ) : Phase n →ₗ[ℝ] Phase n :=
  (α • LinearMap.id).prodMap ((β • LinearMap.id).prodMap
    ((γ • LinearMap.id).prodMap (δ • LinearMap.id)))

/-- The determinant of a coordinate rescaling is the product of one factor per dimension. -/
theorem det_scale {n : ℕ} (α β γ δ : ℝ) :
    LinearMap.det (scale α β γ δ : Phase n →ₗ[ℝ] Phase n) = α ^ n * β ^ n * γ * δ := by
  simp [scale, LinearMap.det_prodMap, LinearMap.det_smul, mul_assoc]
```

## (b) The determinant of a shear

Let $A,D$ be linear with $(A-1)^2=0$, $\det D\ne0$ and $DA=A^2D$. Show that
$$\det A=1.$$

**Solution.** Expanding the square gives $A(2-A)=1$, so $\det A\neq0$. The other relation gives $\det D\,\det A=(\det A)^2\det D$; cancel $\det D\,\det A$. Lean's `d1` and `d2` are the determinants of $A(2-A)=1$ and $DA=A^2D$.

```lean
/-- A linear shear, `(A - 1)² = 0`, that an invertible map `D` conjugates to its own
square has determinant one. -/
theorem det_shear {V : Type*} [AddCommGroup V] [Module ℝ V] (A D : V →ₗ[ℝ] V)
    (hD : LinearMap.det D ≠ 0) (h1 : ∀ v, A ((2 : ℝ) • v - A v) = v)
    (h2 : ∀ v, D (A v) = A (A (D v))) : LinearMap.det A = 1 := by
  have e1 : A * ((2 : ℝ) • (1 : V →ₗ[ℝ] V) - A) = 1 := LinearMap.ext fun v => h1 v
  have e2 : D * A = A * A * D := LinearMap.ext fun v => h2 v
  have d1 : LinearMap.det A * LinearMap.det ((2 : ℝ) • (1 : V →ₗ[ℝ] V) - A) = 1 := by
    rw [← map_mul, e1, map_one]
  have d2 : LinearMap.det D * LinearMap.det A
      = LinearMap.det A * LinearMap.det A * LinearMap.det D := by
    rw [← map_mul, e2, map_mul, map_mul]
  have hA : LinearMap.det A ≠ 0 := left_ne_zero_of_mul_eq_one d1
  exact mul_left_cancel₀ (mul_ne_zero hD hA) (by linear_combination -d2)
```

## (c) The Jacobian of one substep

For differentiable $F$, let a substep $\phi$ change $e$ by $\Delta e$. Show that
$$\det D\phi(x)=\exp(-n\,\Delta e).$$

**Solution.** Differentiate along $(\delta q,\delta p,\delta z,\delta e)$. Three substeps add a linear term to one component:

- drift: $\delta q+(a/m)\,\delta p$
- kick: $\delta p+a\,DF(q)\,\delta q$
- thermostat: $\delta z+2a\,(p\cdot\delta p)/(mQ)$

Each is a shear. Doubling the altered component supplies the $D$ of part (b), so the determinant is 1, and $\Delta e=0$.

Friction gives $\delta p\mapsto e^{-az}(\delta p-a\,p\,\delta z)$ and $\delta e\mapsto\delta e+a\,\delta z$. First scaling $\delta p$ by $e^{az}$ leaves a shear, with doubling of $\delta p$ and $\delta e$ as $D$. Hence $\det D\phi\cdot e^{naz}=1$, and $\Delta e=az$.

Lean's `hA` records each derivative's action, and `module` checks the shear identities by component. Only the linearity of the added terms is used, so `L` and `W` stay unspecified.

```lean
/-- For a differentiable force, every substep is differentiable and its Jacobian
determinant is `exp (-n Δe)`, with `Δe` the change of `e` in that substep. -/
theorem Substep.jacobian {n : ℕ} (S : Model n) (hF : Differentiable ℝ S.force)
    (s : Substep) (x : Phase n) :
    ∃ A : Phase n →L[ℝ] Phase n, HasFDerivAt (s.map S) A x ∧
      A.det = Real.exp (-(n * ((s.map S x).2.2.2 - x.2.2.2))) := by
  have hq : HasFDerivAt (fun y : Phase n => y.1)
      (ContinuousLinearMap.fst ℝ (Space n) (Space n × ℝ × ℝ)) x := hasFDerivAt_fst
  have hs : HasFDerivAt (fun y : Phase n => y.2)
      (ContinuousLinearMap.snd ℝ (Space n) (Space n × ℝ × ℝ)) x := hasFDerivAt_snd
  have hp := hs.fst
  have hz := hs.snd.fst
  have he := hs.snd.snd
  have hsc : ∀ (α β γ δ : ℝ) (v : Phase n), scale α β γ δ v
      = (α • v.1, β • v.2.1, γ • v.2.2.1, δ • v.2.2.2) := fun _ _ _ _ _ => rfl
  rcases s with a | a | a | a
  · -- drift: a shear of the positions
    obtain ⟨A, h, hA⟩ : ∃ A : Phase n →L[ℝ] Phase n,
        HasFDerivAt (Substep.map S (.drift a)) A x ∧ ∀ v, (A : Phase n →ₗ[ℝ] Phase n) v
          = (v.1 + (a / S.m) • v.2.1, v.2.1, v.2.2.1, v.2.2.2) :=
      ⟨_, (hq.fun_add (hp.const_smul (a / S.m))).prodMk (hp.prodMk (hz.prodMk he)),
        fun _ => rfl⟩
    refine ⟨A, h, (det_shear (A : Phase n →ₗ[ℝ] Phase n) (scale 2 1 1 1)
      (by rw [det_scale]; positivity) (fun v => ?_) (fun v => ?_)).trans
      (by simp [Substep.map])⟩ <;>
    refine Prod.ext ?_ (Prod.ext ?_ (Prod.ext ?_ ?_)) <;>
    simp only [hA, hsc, Prod.fst_sub, Prod.snd_sub, Prod.smul_fst, Prod.smul_snd] <;> module
  · -- force kick: a shear of the momenta
    obtain ⟨L, hL⟩ : ∃ L, HasFDerivAt S.force L x.1 := ⟨_, (hF x.1).hasFDerivAt⟩
    obtain ⟨A, h, hA⟩ : ∃ A : Phase n →L[ℝ] Phase n,
        HasFDerivAt (Substep.map S (.kick a)) A x ∧ ∀ v, (A : Phase n →ₗ[ℝ] Phase n) v
          = (v.1, v.2.1 + a • L v.1, v.2.2.1, v.2.2.2) :=
      ⟨_, hq.prodMk ((hp.fun_add ((hL.comp x hq).const_smul a)).prodMk (hz.prodMk he)),
        fun _ => rfl⟩
    refine ⟨A, h, (det_shear (A : Phase n →ₗ[ℝ] Phase n) (scale 1 2 1 1)
      (by rw [det_scale]; positivity) (fun v => ?_) (fun v => ?_)).trans
      (by simp [Substep.map])⟩ <;>
    refine Prod.ext ?_ (Prod.ext ?_ (Prod.ext ?_ ?_)) <;>
    simp only [hA, hsc, Prod.fst_sub, Prod.snd_sub, Prod.smul_fst, Prod.smul_snd,
      map_sub, map_smul] <;> module
  · -- friction: a shear once the contraction of the momenta is undone
    obtain ⟨G, hG⟩ : ∃ G, HasFDerivAt (fun z : ℝ => Real.exp (-(a * z))) G x.2.2.1 :=
      ⟨_, (by fun_prop : DifferentiableAt ℝ
        (fun z : ℝ => Real.exp (-(a * z))) x.2.2.1).hasFDerivAt⟩
    obtain ⟨A, h, hA⟩ : ∃ A : Phase n →L[ℝ] Phase n,
        HasFDerivAt (Substep.map S (.friction a)) A x ∧ ∀ v, (A : Phase n →ₗ[ℝ] Phase n) v
          = (v.1, Real.exp (-(a * x.2.2.1)) • v.2.1 + G.smulRight x.2.1 v.2.2.1,
              v.2.2.1, v.2.2.2 + a • v.2.2.1) :=
      ⟨_, hq.prodMk (((hG.comp x hz).smul hp).prodMk
        (hz.prodMk (he.fun_add (hz.const_mul a)))), fun _ => rfl⟩
    generalize G.smulRight x.2.1 = W at hA
    have hE : Real.exp (-(a * x.2.2.1)) * Real.exp (a * x.2.2.1) = 1 := by
      rw [← Real.exp_add, neg_add_cancel, Real.exp_zero]
    have hB : ∀ v, ((A : Phase n →ₗ[ℝ] Phase n) ∘ₗ scale 1 (Real.exp (a * x.2.2.1)) 1 1) v
        = (v.1, v.2.1 + W v.2.2.1, v.2.2.1, v.2.2.2 + a • v.2.2.1) := fun v => by
      simp only [LinearMap.comp_apply, hA, hsc, smul_smul, hE, one_smul]
    have hdet := det_shear
      ((A : Phase n →ₗ[ℝ] Phase n) ∘ₗ scale 1 (Real.exp (a * x.2.2.1)) 1 1) (scale 1 2 1 2)
      (by rw [det_scale]; positivity)
      (fun v => by
        refine Prod.ext ?_ (Prod.ext ?_ (Prod.ext ?_ ?_)) <;>
        simp only [hB, Prod.fst_sub, Prod.snd_sub, Prod.smul_fst, Prod.smul_snd,
          map_sub, map_smul] <;> module)
      (fun v => by
        refine Prod.ext ?_ (Prod.ext ?_ (Prod.ext ?_ ?_)) <;>
        simp only [hB, hsc, map_smul] <;> module)
    rw [LinearMap.det_comp, det_scale, one_pow, one_mul, mul_one, mul_one] at hdet
    refine ⟨A, h, mul_right_cancel₀ (pow_ne_zero n (Real.exp_ne_zero (a * x.2.2.1)))
      (hdet.trans ?_)⟩
    rw [← Real.exp_nat_mul, ← Real.exp_add, eq_comm, Real.exp_eq_one_iff]
    simp only [Substep.map]
    ring
  · -- thermostat kick: a shear of the friction coefficient
    have hN : DifferentiableAt ℝ (fun p : Space n => ‖p‖ ^ 2) x.2.1 :=
      (hasStrictFDerivAt_norm_sq x.2.1).hasFDerivAt.differentiableAt
    have hφ : DifferentiableAt ℝ
        (fun r : ℝ => a * (r / S.m - S.g * S.kT) / S.Q) (‖x.2.1‖ ^ 2) := by
      simp only [div_eq_mul_inv]
      fun_prop
    have hT : DifferentiableAt ℝ
        (fun p : Space n => a * (‖p‖ ^ 2 / S.m - S.g * S.kT) / S.Q) x.2.1 :=
      DifferentiableAt.comp (g := fun r : ℝ => a * (r / S.m - S.g * S.kT) / S.Q)
        (f := fun p : Space n => ‖p‖ ^ 2) x.2.1 hφ hN
    obtain ⟨L, hL⟩ : ∃ L, HasFDerivAt
        (fun p : Space n => a * (‖p‖ ^ 2 / S.m - S.g * S.kT) / S.Q) L x.2.1 :=
      ⟨_, hT.hasFDerivAt⟩
    have hk := hL.comp x hp
    obtain ⟨A, h, hA⟩ : ∃ A : Phase n →L[ℝ] Phase n,
        HasFDerivAt (Substep.map S (.thermostat a)) A x ∧
        ∀ v, (A : Phase n →ₗ[ℝ] Phase n) v = (v.1, v.2.1, v.2.2.1 + L v.2.1, v.2.2.2) :=
      ⟨_, hq.prodMk (hp.prodMk ((hz.fun_add hk).prodMk he)), fun _ => rfl⟩
    refine ⟨A, h, (det_shear (A : Phase n →ₗ[ℝ] Phase n) (scale 1 1 2 1)
      (by rw [det_scale]; positivity) (fun v => ?_) (fun v => ?_)).trans
      (by simp [Substep.map])⟩ <;>
    refine Prod.ext ?_ (Prod.ext ?_ (Prod.ext ?_ ?_)) <;>
    simp only [hA, hsc, Prod.fst_sub, Prod.snd_sub, Prod.smul_fst, Prod.smul_snd,
      map_sub, map_smul] <;> module
```

## (d) Undoing a substep

Write $\phi_a$ for a substep with coefficient $a$. Show that
$$\phi_{-a}(\phi_a(x))=x.$$

**Solution.** Drift, kick and thermostat add a term that is odd in $a$ and depends only on unchanged coordinates, so the two additions cancel. Friction leaves $z$ fixed, so $e^{az}e^{-az}=1$ restores $p$, and $az-az=0$ restores $e$.

```lean
/-- Reversing the time coefficient undoes a substep exactly. -/
theorem Substep.back_map {n : ℕ} (S : Model n) (s : Substep) (x : Phase n) :
    s.back.map S (s.map S x) = x := by
  rcases s with a | a | a | a
  · refine Prod.ext ?_ rfl
    change x.1 + (a / S.m) • x.2.1 + (-a / S.m) • x.2.1 = x.1
    module
  · refine Prod.ext rfl (Prod.ext ?_ rfl)
    change x.2.1 + a • S.force x.1 + (-a) • S.force x.1 = x.2.1
    module
  · refine Prod.ext rfl (Prod.ext ?_ (Prod.ext rfl ?_))
    · change Real.exp (-(-a * x.2.2.1)) • Real.exp (-(a * x.2.2.1)) • x.2.1 = x.2.1
      rw [smul_smul, ← Real.exp_add,
        show -(-a * x.2.2.1) + -(a * x.2.2.1) = 0 by ring, Real.exp_zero, one_smul]
    · change x.2.2.2 + a * x.2.2.1 + -a * x.2.2.1 = x.2.2.2
      ring
  · refine Prod.ext rfl (Prod.ext rfl (Prod.ext ?_ rfl))
    change x.2.2.1 + a * (‖x.2.1‖ ^ 2 / S.m - S.g * S.kT) / S.Q
      + -a * (‖x.2.1‖ ^ 2 / S.m - S.g * S.kT) / S.Q = x.2.2.1
    ring
```

## (e) Bijectivity of the integrator

Write $R$ for the composed map `run S l`. Show that
$$\forall y\;\exists!\,x:\quad R(x)=y.$$

**Solution.** By (d), each substep is injective. Applying (d) to the reversed substep shows that it is also surjective. Compositions of bijections are bijective, which is the induction on the list.

```lean
/-- The integrator is a bijection of the extended phase space. -/
theorem run_bijective {n : ℕ} (S : Model n) (l : List Substep) :
    Function.Bijective (run S l) := by
  induction l with
  | nil => exact Function.bijective_id
  | cons s l ih =>
    refine ih.comp ⟨Function.LeftInverse.injective (s.back_map S), fun y => ?_⟩
    have hb : s.back.back = s := by cases s <;> simp [Substep.back]
    exact ⟨s.back.map S y, by simpa only [hb] using s.back.back_map S y⟩
```

## (f) The Jacobian of the whole integrator

For differentiable $F$, show that $R$ is differentiable and
$$\det DR(x)=\exp\bigl(-n(e_{\rm final}-e_{\rm initial})\bigr).$$

**Solution.** Let $e_k$ be the value after $k$ of the $N$ substeps. By the chain rule and (c), the determinant is
$$\prod_{k=1}^{N}e^{-n(e_k-e_{k-1})}=e^{-n(e_N-e_0)}.$$
The empty list gives 1. Lean's induction allows any starting point, because the tail starts where the first substep ends.

```lean
/-- For a differentiable force, any finite composition of substeps is differentiable and
has Jacobian determinant `exp (-n (e_final - e_initial))`. -/
theorem det_fderiv_run {n : ℕ} (S : Model n) (hF : Differentiable ℝ S.force)
    (l : List Substep) (x : Phase n) :
    DifferentiableAt ℝ (run S l) x ∧ (fderiv ℝ (run S l) x).det
      = Real.exp (-(n * ((run S l x).2.2.2 - x.2.2.2))) := by
  induction l generalizing x with
  | nil =>
    have h : HasFDerivAt (run S []) (ContinuousLinearMap.id ℝ (Phase n)) x := hasFDerivAt_id x
    refine ⟨h.differentiableAt, ?_⟩
    rw [h.fderiv]
    change LinearMap.det (LinearMap.id : Phase n →ₗ[ℝ] Phase n)
      = Real.exp (-(n * (x.2.2.2 - x.2.2.2)))
    simp
  | cons s l ih =>
    obtain ⟨A, hA, hd⟩ := s.jacobian S hF x
    obtain ⟨h1, h2⟩ := ih (s.map S x)
    -- chain rule: determinants multiply, so the exponents telescope
    have hc : HasFDerivAt (run S (s :: l))
        ((fderiv ℝ (run S l) (s.map S x)).comp A) x := h1.hasFDerivAt.comp x hA
    have hm : ((fderiv ℝ (run S l) (s.map S x)).comp A).det
        = (fderiv ℝ (run S l) (s.map S x)).det * A.det := LinearMap.det_comp _ _
    refine ⟨hc.differentiableAt, ?_⟩
    rw [hc.fderiv, hm, h2, hd, ← Real.exp_add]
    congr 1
    simp only [run, Function.comp_apply]
    ring
```

## (g) Products of Haar measures

Let $\mu,\nu$ be Haar measures on finite-dimensional real spaces. Show that their product is Haar; in particular,
$$(\mu\times\nu)(B+(x,y))=(\mu\times\nu)(B).$$

**Solution.** Translation invariance holds on rectangles, which determine the product measure. A compact set lies in the product of its compact projections, so its measure is finite. A nonempty open set contains a nonempty open rectangle, so its measure is positive. Lean finds the result in Mathlib once both spaces are known to be proper.

```lean
/-- The product of two Haar measures on finite-dimensional spaces is a Haar measure. -/
theorem haar_prod {X Y : Type*} [NormedAddCommGroup X] [NormedSpace ℝ X]
    [FiniteDimensional ℝ X] [MeasurableSpace X] [BorelSpace X] [NormedAddCommGroup Y]
    [NormedSpace ℝ Y] [FiniteDimensional ℝ Y] [MeasurableSpace Y] [BorelSpace Y]
    (μ : Measure X) (ν : Measure Y) (hμ : μ.IsAddHaarMeasure) (hν : ν.IsAddHaarMeasure) :
    (μ.prod ν).IsAddHaarMeasure := by
  have hX := FiniteDimensional.proper ℝ X
  have hY := FiniteDimensional.proper ℝ Y
  infer_instance
```

## (h) From Jacobian to invariant measure

Let $\mu$ be a Haar measure on a finite-dimensional real space, $f$ a differentiable bijection of that space and $w\ge0$ a measurable density with $|\det Df(x)|\,w(f(x))=w(x)$. Show, for measurable $B$, that
$$\int_{f^{-1}(B)}w\,d\mu=\int_Bw\,d\mu.$$

**Solution.** Substitute $y=f(x)$ on the right:
$$\int_Bw(y)\,d\mu(y)=\int_{f^{-1}(B)}|\det Df(x)|\,w(f(x))\,d\mu(x)=\int_{f^{-1}(B)}w\,d\mu.$$
The first equality is `key` in Lean.

```lean
/-- A differentiable bijection of a finite-dimensional space preserves the measure with density
`max (w x) 0` relative to a Haar measure if `|det f'(x)| w(f x) = w(x)` for all `x`. -/
theorem measurePreserving_of_det {V : Type*} [NormedAddCommGroup V] [NormedSpace ℝ V]
    [FiniteDimensional ℝ V] [MeasurableSpace V] [BorelSpace V] (μ : Measure V)
    (hμ : μ.IsAddHaarMeasure) (f : V → V) (hf : Differentiable ℝ f)
    (hb : Function.Bijective f) (w : V → ℝ)
    (h : ∀ x, |(fderiv ℝ f x).det| * w (f x) = w x) :
    MeasurePreserving f (μ.withDensity fun x => ENNReal.ofReal (w x))
      (μ.withDensity fun x => ENNReal.ofReal (w x)) := by
  have hm : Measurable f := hf.continuous.measurable
  refine ⟨hm, Measure.ext fun s hs => ?_⟩
  rw [Measure.map_apply hm hs, withDensity_apply _ (hm hs), withDensity_apply _ hs]
  -- change of variables from the final to the initial point
  have key := lintegral_image_eq_lintegral_abs_det_fderiv_mul μ (hm hs)
    (fun x _ => (hf x).hasFDerivAt.hasFDerivWithinAt) hb.injective.injOn
    (fun x => ENNReal.ofReal (w x))
  rw [Set.image_preimage_eq s hb.surjective] at key
  rw [key]
  refine lintegral_congr fun x => ?_
  rw [← ENNReal.ofReal_mul (abs_nonneg _), h x]
```

## (i) The volume preserved by the integrator

For differentiable $F$, show that $R$ preserves the measure
$$d\mu_n=\exp(ne)\,dq\,dp\,dz\,de.$$

```lean
/-- The extended phase-space volume `exp (n e) dq dp dz de`. -/
def weightedVolume (n : ℕ) : Measure (Phase n) :=
  volume.withDensity fun x => ENNReal.ofReal (Real.exp (n * x.2.2.2))
```

**Solution.** By (f),
$$|\det DR(x)|\,e^{ne_{\rm final}}=e^{ne_{\rm initial}}.$$
Parts (e) and (h) finish the argument, with (g) identifying phase-space volume as Haar.

For molecular dynamics with this single thermostat, a common particle mass and a force differentiable on all of $\mathbb R^n$, the splitting in exact arithmetic therefore causes no drift in weighted volume at any step size. Coulomb and Lennard-Jones forces diverge where particles meet, so the theorem as stated does not cover them. Energy conservation and canonical sampling are separate questions.

```lean
/-- For a differentiable force, every splitting integrator built from the four substeps
preserves the volume `exp (n e) dq dp dz de` exactly. -/
theorem measurePreserving_run {n : ℕ} (S : Model n) (hF : Differentiable ℝ S.force)
    (l : List Substep) :
    MeasurePreserving (run S l) (weightedVolume n) (weightedVolume n) := by
  have hd := det_fderiv_run S hF l
  -- volume on the extended phase space is a product of Haar measures
  have h1 := haar_prod (volume : Measure ℝ) (volume : Measure ℝ) inferInstance inferInstance
  have h2 := haar_prod (volume : Measure (Space n)) _ inferInstance h1
  have h3 := haar_prod (volume : Measure (Space n)) _ inferInstance h2
  refine measurePreserving_of_det (volume : Measure (Phase n)) h3 (run S l)
    (fun x => (hd x).1) (run_bijective S l) (fun x => Real.exp (n * x.2.2.2)) fun x => ?_
  change |(fderiv ℝ (run S l) x).det| * Real.exp (n * (run S l x).2.2.2)
    = Real.exp (n * x.2.2.2)
  rw [(hd x).2, abs_of_pos (Real.exp_pos _), ← Real.exp_add]
  congr 1
  ring
```

## (j) When ordinary volume is locally unchanged

For $n>0$ and differentiable $F$, show that
$$\det DR(x)=1\iff e_{\rm final}=e_{\rm initial}.$$

**Solution.** The exponential in (f) equals 1 exactly when $n(e_{\rm final}-e_{\rm initial})=0$; divide by $n$. For $n=0$ the determinant is always 1, although friction can still change $e$.

```lean
/-- With at least one degree of freedom and a differentiable force, the Jacobian
determinant at a point is one exactly when `e` returns to its initial value. -/
theorem det_eq_one_iff {n : ℕ} (hn : n ≠ 0) (S : Model n) (hF : Differentiable ℝ S.force)
    (l : List Substep) (x : Phase n) :
    (fderiv ℝ (run S l) x).det = 1 ↔ (run S l x).2.2.2 = x.2.2.2 := by
  have hn' : (n : ℝ) ≠ 0 := Nat.cast_ne_zero.mpr hn
  rw [(det_fderiv_run S hF l x).2, Real.exp_eq_one_iff, neg_eq_zero, mul_eq_zero,
    or_iff_right hn', sub_eq_zero]

end

end NoseHooverSplitting
```

```lean
#print axioms NoseHooverSplitting.measurePreserving_run
#print axioms NoseHooverSplitting.det_eq_one_iff
```

```
'NoseHooverSplitting.measurePreserving_run' depends on axioms: [propext, Classical.choice, Quot.sound]
'NoseHooverSplitting.det_eq_one_iff' depends on axioms: [propext, Classical.choice, Quot.sound]
```
